# An eight-point density with real triplet products and no centre of inversion

A symmetry test that takes real triplet products F(h)F(k)F(−h−k) as proof of an inversion centre gives the wrong answer for the periodic density 3, 4, 2, 2, 1, 0, 2, 2. All its triplet products are real, and no inversion leaves it unchanged.

```lean
import Mathlib

open Complex ComplexConjugate

namespace RealTripletsWithoutCentre

noncomputable section

/-- The structure factor `F(h) = ∑ r(x) exp(2πi x h / N)` of a density sampled at `N` points
of a one-dimensional cell. -/
def structureFactor {N : ℕ} [NeZero N] (r : ZMod N → ℝ) (h : ZMod N) : ℂ :=
  ∑ x, (r x : ℂ) * ZMod.stdAddChar (x * h)

/-- The triplet product `F(h) F(k) F(-h-k)`. -/
def triplet {N : ℕ} [NeZero N] (r : ZMod N → ℝ) (h k : ZMod N) : ℂ :=
  structureFactor r h * structureFactor r k * structureFactor r (-h - k)

/-- The point `c/2` is a centre of inversion: the density is unchanged by `x ↦ c - x`. -/
def IsCentre {N : ℕ} (r : ZMod N → ℝ) (c : ZMod N) : Prop :=
  ∀ x, r (c - x) = r x

/-- The values 3, 4, 2, 2, 1, 0, 2, 2 at the eight points of the cell. -/
def cellValues : ZMod 8 → ℕ := ![3, 4, 2, 2, 1, 0, 2, 2]

/-- The density with the values `cellValues`, as a real function. -/
def density (x : ZMod 8) : ℝ := (cellValues x : ℝ)

/-- Friedel's law: for a real density, `F(-h)` is the complex conjugate of `F(h)`. -/
theorem friedel {N : ℕ} [NeZero N] (r : ZMod N → ℝ) (h : ZMod N) :
    structureFactor r (-h) = conj (structureFactor r h) := by
  unfold structureFactor
  rw [map_sum]
  refine Finset.sum_congr rfl fun x _ => ?_
  rw [mul_neg, AddChar.map_neg_eq_conj, map_mul (starRingEnd ℂ), Complex.conj_ofReal]

/-- A density with a centre of inversion has only real triplet products. -/
theorem triplet_real_of_centre {N : ℕ} [NeZero N] {r : ZMod N → ℝ} {c : ZMod N}
    (hc : IsCentre r c) (h k : ZMod N) : (triplet r h k).im = 0 := by
  -- inversion turns `F(-h)` into `F(h)` up to a phase
  have hF : ∀ h, structureFactor r h =
      ZMod.stdAddChar (c * h) * structureFactor r (-h) := by
    intro h
    unfold structureFactor
    rw [Finset.mul_sum]
    refine (Equiv.sum_comp (Equiv.subLeft c)
      (fun x => (r x : ℂ) * ZMod.stdAddChar (x * h))).symm.trans
      (Finset.sum_congr rfl fun x _ => ?_)
    change (r (c - x) : ℂ) * ZMod.stdAddChar ((c - x) * h) = _
    rw [hc x, show (c - x) * h = c * h + x * -h by ring, AddChar.map_add_eq_mul]
    ring
  -- the three phases cancel
  have hp : (ZMod.stdAddChar (c * h) * ZMod.stdAddChar (c * k) *
      ZMod.stdAddChar (c * (-h - k)) : ℂ) = 1 := by
    rw [← AddChar.map_add_eq_mul, ← AddChar.map_add_eq_mul,
      show c * h + c * k + c * (-h - k) = 0 by ring, AddChar.map_zero_eq_one]
  apply Complex.conj_eq_iff_im.mp
  unfold triplet
  rw [map_mul, map_mul, ← friedel, ← friedel, ← friedel, hF h, hF k, hF (-h - k)]
  linear_combination (-(structureFactor r (-h) * structureFactor r (-k) *
    structureFactor r (-(-h - k)))) * hp

/-- If the density and its copy shifted by `m`, with `2m = 0` in the cell, add up to a constant,
then `F` vanishes at every nonzero even index. -/
theorem even_extinction {N : ℕ} [NeZero N] {r : ZMod N → ℝ} {m : ZMod N} {s : ℝ}
    (hm : 2 * m = 0) (hs : ∀ x, r x + r (x + m) = s) (j : ZMod N) (hj : 2 * j ≠ 0) :
    structureFactor r (2 * j) = 0 := by
  have hshift : structureFactor r (2 * j) =
      ∑ x, (r (x + m) : ℂ) * ZMod.stdAddChar (x * (2 * j)) := by
    refine (Equiv.sum_comp (Equiv.addRight m)
      (fun x => (r x : ℂ) * ZMod.stdAddChar (x * (2 * j)))).symm.trans
      (Finset.sum_congr rfl fun x _ => ?_)
    change (r (x + m) : ℂ) * ZMod.stdAddChar ((x + m) * (2 * j)) = _
    rw [show (x + m) * (2 * j) = x * (2 * j) by linear_combination j * hm]
  -- twice the structure factor is zero
  have h2 : structureFactor r (2 * j) + structureFactor r (2 * j) = 0 := by
    nth_rewrite 2 [hshift]
    unfold structureFactor
    rw [← Finset.sum_add_distrib]
    calc _ = ∑ x : ZMod N, (s : ℂ) * ZMod.stdAddChar (x * (2 * j)) :=
          Finset.sum_congr rfl fun x _ => by rw [← hs x]; push_cast; ring
      _ = 0 := by
          rw [← Finset.mul_sum, AddChar.sum_mulShift _ (ZMod.isPrimitive_stdAddChar N),
            if_neg hj]
          simp
  linear_combination h2 / 2

/-- If the density and its copy shifted by `m`, with `2m = 0` in the cell, add up to a constant,
then all triplet products are real. -/
theorem triplet_real_of_complementary {N : ℕ} [NeZero N] {r : ZMod N → ℝ} {m : ZMod N} {s : ℝ}
    (hm : 2 * m = 0) (hs : ∀ x, r x + r (x + m) = s) (h k : ZMod N) :
    (triplet r h k).im = 0 := by
  -- a product `F(a) F(b) F(c)` is real if `a + b + c = 0` and `a` is even
  have key : ∀ a b c j : ZMod N, a + b + c = 0 → a = 2 * j →
      (structureFactor r a * structureFactor r b * structureFactor r c).im = 0 := by
    intro a b c j habc ha
    by_cases h0 : 2 * j = 0
    · have ha0 : a = 0 := ha.trans h0
      have hc : c = -b := by linear_combination habc - ha0
      rw [ha0, hc]
      apply Complex.conj_eq_iff_im.mp
      rw [map_mul, map_mul, ← friedel, ← friedel, ← friedel, neg_zero, neg_neg]
      ring
    · rw [ha, even_extinction hm hs j h0]
      simp
  have par : ∀ a : ZMod N, ∃ j, a = 2 * j ∨ a = 2 * j + 1 := by
    intro a
    obtain ⟨n, hn⟩ := Nat.even_or_odd' a.val
    refine ⟨(n : ZMod N), ?_⟩
    rcases hn with hn | hn
    all_goals
      have h1 := congrArg (Nat.cast : ℕ → ZMod N) hn
      rw [ZMod.natCast_zmod_val] at h1
      push_cast at h1
      tauto
  unfold triplet
  -- one of the three indices is even
  obtain ⟨j, hj | hj⟩ := par h
  · exact key h k (-h - k) j (by ring) hj
  obtain ⟨l, hl | hl⟩ := par k
  · rw [mul_comm (structureFactor r h)]
    exact key k h (-h - k) l (by ring) hl
  · rw [mul_comm, ← mul_assoc]
    exact key (-h - k) h k (-j - l - 1) (by ring) (by linear_combination -hj - hl)

/-- The density 3, 4, 2, 2, 1, 0, 2, 2 is nonnegative and all its triplet products are real,
yet it has no centre of inversion. -/
theorem real_triplets_without_centre :
    (∀ x, 0 ≤ density x) ∧ (∀ h k, (triplet density h k).im = 0) ∧
      ¬ ∃ c, IsCentre density c := by
  refine ⟨fun x => Nat.cast_nonneg _, ?_, ?_⟩
  · have h4 : ∀ x : ZMod 8, cellValues x + cellValues (x + 4) = 4 := by decide
    refine triplet_real_of_complementary (m := 4) (s := 4) (by decide) fun x => ?_
    unfold density
    exact_mod_cast h4 x
  · rintro ⟨c, hc⟩
    have hno : ¬ ∃ c : ZMod 8, ∀ x, cellValues (c - x) = cellValues x := by decide
    exact hno ⟨c, fun x => Nat.cast_injective (R := ℝ) (hc x)⟩

/-- If the phase factor `z = exp(2πi h / 8)` has `z⁴ = -1`, the structure factor of the
density is `2 + 4z`. -/
theorem structureFactor_density (h : ZMod 8) (hz : (ZMod.stdAddChar h : ℂ) ^ 4 = -1) :
    structureFactor density h = 2 + 4 * ZMod.stdAddChar h := by
  have e : ∀ f : ZMod 8 → ℂ, ∑ x, f x = f 0 + f 1 + f 2 + f 3 + f 4 + f 5 + f 6 + f 7 :=
    fun f => Fin.sum_univ_eight f
  have p : ∀ n : ℕ, (ZMod.stdAddChar ((n : ZMod 8) * h) : ℂ) = ZMod.stdAddChar h ^ n := by
    intro n
    rw [← nsmul_eq_mul, AddChar.map_nsmul_eq_pow]
  have p2 := p 2
  have p3 := p 3
  have p4 := p 4
  have p6 := p 6
  have p7 := p 7
  simp only [Nat.cast_ofNat] at p2 p3 p4 p6 p7
  unfold structureFactor density
  rw [e, p2, p3, p4, p6, p7, zero_mul, one_mul, AddChar.map_zero_eq_one,
    show cellValues 0 = 3 from rfl, show cellValues 1 = 4 from rfl,
    show cellValues 2 = 2 from rfl, show cellValues 3 = 2 from rfl,
    show cellValues 4 = 1 from rfl, show cellValues 5 = 0 from rfl,
    show cellValues 6 = 2 from rfl, show cellValues 7 = 2 from rfl]
  push_cast
  linear_combination (1 + 2 * (ZMod.stdAddChar h : ℂ) ^ 2 +
    2 * (ZMod.stdAddChar h : ℂ) ^ 3) * hz

/-- For the density 3, 4, 2, 2, 1, 0, 2, 2 the four-factor product `F(1) F(1) F(1) F(5)` is not
real. -/
theorem quartet_not_real :
    (structureFactor density 1 ^ 3 * structureFactor density 5).im ≠ 0 := by
  have aux : ∀ w : ℂ, w ^ 2 = I → (272 + 64 * w - 256 * (I * w)).im ≠ 0 := by
    intro w hw h0
    have h1 := congrArg Complex.re hw
    have h2 := congrArg Complex.im hw
    simp [pow_two] at h0 h1 h2
    have him : w.im = 4 * w.re := by linarith
    rw [him] at h1 h2
    nlinarith
  have hI : (ZMod.stdAddChar (2 : ZMod 8) : ℂ) = I := by
    have h := ZMod.stdAddChar_coe (N := 8) 2
    have e : 2 * (Real.pi : ℂ) * I * ((2 : ℤ) : ℂ) / ((8 : ℕ) : ℂ) =
        ((Real.pi : ℂ) / 2) * I := by
      push_cast
      ring
    rw [e, Complex.exp_mul_I, Complex.cos_pi_div_two, Complex.sin_pi_div_two,
      zero_add, one_mul] at h
    exact_mod_cast h
  -- `w = exp(2πi/8)` is a square root of `i`
  have hw : (ZMod.stdAddChar (1 : ZMod 8) : ℂ) ^ 2 = I := by
    rw [← AddChar.map_nsmul_eq_pow, ← hI]
    congr 1
  have hw4 : (ZMod.stdAddChar (1 : ZMod 8) : ℂ) ^ 4 = -1 := by
    rw [show 4 = 2 * 2 from rfl, pow_mul, hw, Complex.I_sq]
  have h5 : (ZMod.stdAddChar (5 : ZMod 8) : ℂ) = -ZMod.stdAddChar (1 : ZMod 8) := by
    have h : (ZMod.stdAddChar (5 : ZMod 8) : ℂ) = ZMod.stdAddChar (1 : ZMod 8) ^ 5 := by
      rw [← AddChar.map_nsmul_eq_pow]
      congr 1
    rw [h]
    linear_combination (ZMod.stdAddChar (1 : ZMod 8) : ℂ) * hw4
  have hz5 : (ZMod.stdAddChar (5 : ZMod 8) : ℂ) ^ 4 = -1 := by
    rw [h5]
    linear_combination hw4
  rw [structureFactor_density 1 hw4, structureFactor_density 5 hz5, h5]
  convert aux _ hw using 2
  linear_combination (-256 * (ZMod.stdAddChar (1 : ZMod 8) : ℂ)) * hw - 256 * hw4

end

end RealTripletsWithoutCentre
```

```lean
#print axioms RealTripletsWithoutCentre.triplet_real_of_centre
-- 'RealTripletsWithoutCentre.triplet_real_of_centre' depends on axioms: [propext, Classical.choice, Quot.sound]
#print axioms RealTripletsWithoutCentre.real_triplets_without_centre
-- 'RealTripletsWithoutCentre.real_triplets_without_centre' depends on axioms: [propext, Classical.choice, Quot.sound]
#print axioms RealTripletsWithoutCentre.quartet_not_real
-- 'RealTripletsWithoutCentre.quartet_not_real' depends on axioms: [propext, Classical.choice, Quot.sound]
```

## Densities, structure factors and centres on a periodic grid

The crystal is one-dimensional and its cell is sampled at N equally spaced points. The type `ZMod N` holds both the positions x and the reflection indices h, so both are counted modulo N, and `[NeZero N]` says that the cell has at least one point. A density is a function `r : ZMod N → ℝ`; nothing in the general theorems requires it to be nonnegative.

Write χ(a) = exp(2πi a/N) for the phase factor, which is `ZMod.stdAddChar` in the code. The structure factor is

F(h) = Σₓ r(x) χ(xh),

with a plus sign in the exponent and no factor 1/N. The `triplet` of h and k is the product F(h)F(k)F(−h−k). Its indices add up to zero, so a shift of the origin leaves it unchanged. "Real" is written as a vanishing imaginary part, `(triplet r h k).im = 0`, and a product that is zero counts as real.

`IsCentre r c` means r(c−x) = r(x) for every x. In the periodic cell this inversion fixes two points, c/2 and (c+N)/2. For even N and odd c both lie halfway between grid points; for odd N one of them is always a grid point. Only inversions that map the grid to itself are considered.

The main theorem, `real_triplets_without_centre`, joins three statements about the one density: its values are nonnegative, all its triplets are real, and no c is a centre. It concerns exact values on a finite grid and makes no statement about three-dimensional space groups or noisy data.

## Why a centre makes every triplet real

Since r is real and the conjugate of χ(xh) is χ(−xh), conjugating the sum term by term gives Friedel's law, the theorem `friedel`:

F(−h) = conj F(h).

Now suppose that r(c−x) = r(x). Replacing x by c−x only reorders the sum, so

F(h) = Σₓ r(c−x) χ((c−x)h) = χ(ch) Σₓ r(x) χ(−xh) = χ(ch) F(−h).

Apply this to all three factors of a triplet T. The phases multiply to

χ(ch) χ(ck) χ(c(−h−k)) = χ(0) = 1,

and what remains is F(−h)F(−k)F(h+k), which is conj T by Friedel's law. Hence T = conj T, and T is real.

This is `triplet_real_of_centre`, valid for every N. In its proof, `hF` is the relation between F(h) and F(−h), with `Equiv.subLeft c` as the change of variable, and `hp` is the cancellation of the phases. The closing `linear_combination` puts the two together. The eight-point density shows that the converse is false.

## How a half-cell complement silences the even indices

Suppose there is a shift m with 2m = 0 in the cell, and a constant s, such that

r(x) + r(x+m) = s for all x.

For even N the interesting choice is m = N/2: the second half of the cell is the complement of the first. For odd N the only possible m is 0, and the density is constant.

Take an even index 2j that is not zero modulo N. Replacing x by x+m in the sum, and using 2m = 0 to remove the phase χ(2jm), gives

F(2j) = Σₓ r(x+m) χ(2jx).

Adding this to the original sum for F(2j) gives

2F(2j) = s Σₓ χ(2jx) = 0,

because the phase factors of a nonzero index add up to zero. This is `even_extinction`. There `hshift` is the shifted sum and `h2` is the last equation, with the vanishing character sum supplied by `AddChar.sum_mulShift`.

A triplet always contains an even index. If h or k is even, that is immediate. If h = 2j+1 and k = 2l+1, then

−h−k = 2(−j−l−1).

There are then two cases. If the even index is not zero modulo N, its structure factor vanishes and so does the triplet. If it is zero, the other two indices are b and −b, and the triplet is

F(0) F(b) F(−b) = F(0) |F(b)|²,

which is real because F(0) is the sum of the real values r(x).

In `triplet_real_of_complementary`, the statement `key` contains these two cases, and `par` writes each index as 2j or 2j+1. The remaining lines reorder the product so that the even index comes first.

The complement condition `hs` does real work here. Without it, take N = 3, m = 0 and the density 0, 1, 2. With ω = exp(2πi/3),

F(1) = ω + 2ω² = −3/2 − i√3/2,

and the triplet with h = k = 1 is F(1)³ = −3√3 i, which is not real.

## The values 3, 4, 2, 2, 1, 0, 2, 2

For this density the shift is m = 4 and the constant is s = 4:

3+1 = 4+0 = 2+2 = 2+2 = 4.

So all triplets are real. The structure factors at 2, 4 and 6 vanish, and every triplet that survives contains the index 0. Such a triplet has the form F(0)|F(b)|² and carries no information about the phase of F(b), which is how the missing centre escapes notice.

That there is no centre can be read off from two values. The value 3 occurs only at x = 0, so an inversion must send 0 to itself, which forces c = 0. The value 4 occurs only at x = 1, which forces c = 2. These differ modulo 8.

Lean reaches the same conclusion by `decide`, which goes through all c and x. For this purpose the values are stored as natural numbers in `cellValues`, whose equality can be decided by computation, and `density` is their conversion to real numbers. The complement condition is checked in the same way and then carried over to ℝ.

## A product of four structure factors that is not real

For an odd index h, the phase factor z = χ(h) satisfies z⁴ = −1. Then z⁶ = −z² and z⁷ = −z³, so

F(h) = 3 + 4z + 2z² + 2z³ + z⁴ + 2z⁶ + 2z⁷ = 2 + 4z.

This is `structureFactor_density`, with z⁴ = −1 as its hypothesis `hz`. Let w = exp(2πi/8), so that w² = i and χ(5) = w⁵ = −w. Then F(1) = 2+4w and F(5) = 2−4w. The indices 1, 1, 1, 5 add up to 8, which is zero modulo 8, and

F(1)³F(5) = (2+4w)² (4−16w²)
= (4+16w+16i)(4−16i)
= 272 + 64w − 256iw.

With w = (1+i)/√2 the imaginary part is −96√2. The theorem `quartet_not_real` states only that it is nonzero. Its step `aux` argues without square roots: if the imaginary part were zero, then Im w = 4 Re w, and this contradicts w² = i. The other steps establish w² = i, w⁴ = −1 and χ(5) = −w, and insert them into the formula for F.

The phase cancellation used above for triplets works by hand for any number of factors whose indices add up to zero, so a centre would have made this quartet real as well. For this density, four factors detect what three do not.

## Testing for inversion on an FFT grid

The result bears on any attempt to detect inversion symmetry from the triplets of a charge density stored on a periodic grid: already for one-dimensional, exactly sampled data, real triplets do not certify inversion symmetry. A program applying the triplet test could compute F by a fast Fourier transform, form F(h)F(k)F(−h−k) for all pairs, and compare the imaginary parts with a tolerance. Many FFT routines use the opposite sign in the exponent. For a real density this conjugates every F(h) and leaves the outcome of the test unchanged.

For the density above, such a test passes at every pair (h, k), up to rounding. A nonzero imaginary part, beyond numerical error, does rule out a centre on the grid, by `triplet_real_of_centre`. To confirm one, the program can compare r(c−x) with r(x) directly for each of the N values of c, which takes at most N² comparisons.
